# The Ising star-triangle map and the coupling at which it meets the duality relation

## Question

Take an Ising spin \(s=\pm1\) coupled with dimensionless strength \(K\) to two neighbours \(a,b=\pm1\). Summing it out gives \(2\cosh K(a+b)\), which is \(2\cosh 2K\) for \(a=b\) and \(2\) for \(a=-b\). These two values fix two constants, and the sum equals \(A\,e^{Lab}\) with \(e^{2L}=\cosh 2K\) and \(A=2e^{L}\). The middle spin has been traded for a direct bond.

The same is claimed for three neighbours \(a,b,c\): with \(L=\tfrac14\log(2\cosh 2K-1)\) there is an \(A>0\) such that
\[ \sum_{s=\pm1} e^{Ks(a+b+c)} = A\,e^{L(ab+bc+ca)} \]
for all signs, and for \(K>0\) the relation \(e^{-2K}=\tanh L\) holds exactly when \(\cosh 2K=2\), where \(e^{4L}=3\). How is this stated and proved in Lean 4 with Mathlib?

## Answer

### Modelling choices

A spin is a real number `a` with `IsSpin a`, meaning `a = 1 ∨ a = -1`. Couplings are reals and already contain the inverse temperature, with the sign chosen so that a bond between spins \(s\) and \(a\) has weight \(e^{Ksa}\) and \(K>0\) is ferromagnetic. There is no magnetic field.

`starWeight K₁ K₂ K₃ a b c` is the sum over the central spin \(s\in\{1,-1\}\) of \(e^{s(K_1a+K_2b+K_3c)}\), where \(K_1,K_2,K_3\) are the couplings of the arms ending on \(a,b,c\). `triWeight L₁ L₂ L₃ a b c` is \(e^{L_1bc+L_2ca+L_3ab}\), so \(L_1\) sits on the bond opposite \(a\), and cyclically. Both are unnormalised weights of the three outer spins, the first with the central spin already summed out. The isotropic coupling \(L(K)=\tfrac14\log(2\cosh 2K-1)\) is `starTri K`, and \(A(K)=2\cosh K\,e^{L(K)}\) is `prefactor K`.

### Derivation by hand

The sum over \(s\) has two terms, \(e^{h}+e^{-h}=2\cosh h\) with \(h=K_1a+K_2b+K_3c\). Since \(\cosh\) is even, flipping all outer spins changes nothing, and the eight configurations give four values. Put
\[ f_0=\log\cosh(K_1+K_2+K_3),\qquad f_1=\log\cosh(-K_1+K_2+K_3), \]
\[ f_2=\log\cosh(K_1-K_2+K_3),\qquad f_3=\log\cosh(K_1+K_2-K_3), \]
and write \(A=2e^{g}\). The logarithm of the required identity, for all spins aligned and for \(a\), \(b\) or \(c\) opposed to the other two, reads
\[ g+L_1+L_2+L_3=f_0,\qquad g+L_1-L_2-L_3=f_1, \]
\[ g-L_1+L_2-L_3=f_2,\qquad g-L_1-L_2+L_3=f_3. \]
These four linear equations are solved by
\[ g=\tfrac14(f_0+f_1+f_2+f_3),\qquad L_1=\tfrac14(f_0+f_1-f_2-f_3), \]
with \(L_2=\tfrac14(f_0-f_1+f_2-f_3)\) and \(L_3=\tfrac14(f_0-f_1-f_2+f_3)\).

For equal couplings \(K\) on the star and \(L\) on the triangle two equations remain. Aligned spins have \(ab+bc+ca=3\), and one opposed spin gives \(ab+bc+ca=-1\), so
\[ 2\cosh 3K=A\,e^{3L},\qquad 2\cosh K=A\,e^{-L}. \]
From \(\cosh 3K=4\cosh^3K-3\cosh K\) and \(2\cosh^2K=\cosh 2K+1\) follows \(\cosh 3K=\cosh K\,(2\cosh 2K-1)\). Dividing the first equation by the second gives \(e^{4L}=2\cosh 2K-1\), whose right side is at least \(1\), and the second then gives \(A=2\cosh K\,e^{L}\). Read in this direction the argument shows that the pair \((A,L)\) is forced; substituting back shows that it works.

For the relation \(e^{-2K}=\tanh L\) with \(L=L(K)\), set \(x=e^{2K}\), \(y=e^{-2K}\), \(u=e^{2L}\) and \(w=x+y=2\cosh 2K\). Then \(xy=1\), \(u^2=w-1\) and \(\tanh L=(u-1)/(u+1)\). The relation \(y(u+1)=u-1\) is
\[ u(1-y)=1+y. \]
Using \(1=xy\), one has \((1-y)^2=y(w-2)\) and \((1+y)^2=y(w+2)\), hence
\[ u^2(1-y)^2-(1+y)^2=y\,[(w-1)(w-2)-(w+2)]=y\,w\,(w-4). \]
If the relation holds, the left side vanishes, and \(y,w>0\) leave \(w=4\), that is \(\cosh 2K=2\). Conversely, \(w=4\) gives
\[ [u(1-y)-(1+y)]\,[u(1-y)+(1+y)]=0. \]
For \(K>0\) one has \(y<1\), so the second bracket is positive and the first vanishes. Because \(e^{4L}=2\cosh 2K-1\), the condition \(\cosh 2K=2\) is the same as \(e^{4L}=3\). Finally \(x=2+\sqrt3\) has inverse \(2-\sqrt3\), the two add up to \(4\), and \(K=\tfrac12\log(2+\sqrt3)\) is positive with \(\cosh 2K=2\).

### The Lean file

```lean
import Mathlib

open Real

namespace IsingStarTriangle

noncomputable section

/-- An Ising spin takes the value `+1` or `-1`. -/
def IsSpin (a : ℝ) : Prop := a = 1 ∨ a = -1

/-- Boltzmann weight of a star: a central spin `s`, summed out, is coupled with strengths
`K₁, K₂, K₃` to the outer spins `a, b, c`. -/
def starWeight (K₁ K₂ K₃ a b c : ℝ) : ℝ :=
  ∑ s ∈ ({1, -1} : Finset ℝ), exp (s * (K₁ * a + K₂ * b + K₃ * c))

/-- Boltzmann weight of a triangle with couplings `L₁, L₂, L₃` on the bonds `bc, ca, ab`. -/
def triWeight (L₁ L₂ L₃ a b c : ℝ) : ℝ :=
  exp (L₁ * (b * c) + L₂ * (c * a) + L₃ * (a * b))

/-- The function `log cosh x`. -/
def logCosh (x : ℝ) : ℝ := log (cosh x)

/-- Triangle coupling on the bond opposite the star arm `K₁`, for star couplings
`K₁, K₂, K₃`. -/
def triCoupling (K₁ K₂ K₃ : ℝ) : ℝ :=
  (logCosh (K₁ + K₂ + K₃) + logCosh (-K₁ + K₂ + K₃)
    - logCosh (K₁ - K₂ + K₃) - logCosh (K₁ + K₂ - K₃)) / 4

/-- The isotropic star-triangle map `L(K) = (1/4) log (2 cosh 2K - 1)`. -/
def starTri (K : ℝ) : ℝ := 1 / 4 * log (2 * cosh (2 * K) - 1)

/-- The prefactor `A(K) = 2 cosh K · exp L(K)`. -/
def prefactor (K : ℝ) : ℝ := 2 * cosh K * exp (starTri K)

/-- Summing out the central spin gives `2 cosh (K₁ a + K₂ b + K₃ c)`. -/
theorem starWeight_eq (K₁ K₂ K₃ a b c : ℝ) :
    starWeight K₁ K₂ K₃ a b c = 2 * cosh (K₁ * a + K₂ * b + K₃ * c) := by
  unfold starWeight
  rw [Finset.sum_pair (by norm_num : (1 : ℝ) ≠ -1), Real.cosh_eq]
  simp only [one_mul, neg_one_mul]
  ring

/-- Anisotropic star-triangle map: for any three star couplings, the star weight is a positive
constant times the triangle weight with couplings `triCoupling`, for all outer spins. -/
theorem star_triangle_anisotropic (K₁ K₂ K₃ : ℝ) :
    ∃ A > 0, ∀ a b c, IsSpin a → IsSpin b → IsSpin c →
      starWeight K₁ K₂ K₃ a b c = A * triWeight (triCoupling K₁ K₂ K₃)
        (triCoupling K₂ K₃ K₁) (triCoupling K₃ K₁ K₂) a b c := by
  refine ⟨2 * exp ((logCosh (K₁ + K₂ + K₃) + logCosh (-K₁ + K₂ + K₃)
    + logCosh (K₁ - K₂ + K₃) + logCosh (K₁ + K₂ - K₃)) / 4), by positivity, ?_⟩
  intro a b c ha hb hc
  have ev : ∀ x y : ℝ, x = y ∨ x = -y → logCosh x = logCosh y := by
    rintro x y (rfl | rfl)
    · rfl
    · unfold logCosh
      rw [Real.cosh_neg]
  have hexp : ∀ x : ℝ, cosh x = exp (logCosh x) := fun x => (exp_log (cosh_pos x)).symm
  rw [starWeight_eq, triWeight, mul_assoc, ← Real.exp_add, hexp]
  congr 2
  unfold triCoupling
  -- bring the cyclically permuted arguments to one form
  rw [show K₂ + K₃ + K₁ = K₁ + K₂ + K₃ by ring, show -K₂ + K₃ + K₁ = K₁ - K₂ + K₃ by ring,
    show K₂ - K₃ + K₁ = K₁ + K₂ - K₃ by ring, show K₂ + K₃ - K₁ = -K₁ + K₂ + K₃ by ring,
    show K₃ + K₁ + K₂ = K₁ + K₂ + K₃ by ring, show -K₃ + K₁ + K₂ = K₁ + K₂ - K₃ by ring,
    show K₃ - K₁ + K₂ = -K₁ + K₂ + K₃ by ring, show K₃ + K₁ - K₂ = K₁ - K₂ + K₃ by ring]
  -- eight configurations, paired by the global spin flip
  rcases ha with rfl | rfl <;> rcases hb with rfl | rfl <;> rcases hc with rfl | rfl <;>
    first
    | exact (ev _ (K₁ + K₂ + K₃) (Or.inl (by ring1))).trans (by ring1)
    | exact (ev _ (K₁ + K₂ + K₃) (Or.inr (by ring1))).trans (by ring1)
    | exact (ev _ (-K₁ + K₂ + K₃) (Or.inl (by ring1))).trans (by ring1)
    | exact (ev _ (-K₁ + K₂ + K₃) (Or.inr (by ring1))).trans (by ring1)
    | exact (ev _ (K₁ - K₂ + K₃) (Or.inl (by ring1))).trans (by ring1)
    | exact (ev _ (K₁ - K₂ + K₃) (Or.inr (by ring1))).trans (by ring1)
    | exact (ev _ (K₁ + K₂ - K₃) (Or.inl (by ring1))).trans (by ring1)
    | exact (ev _ (K₁ + K₂ - K₃) (Or.inr (by ring1))).trans (by ring1)

/-- The isotropic triangle coupling obeys `exp (4 L) = 2 cosh 2K - 1`. -/
theorem exp_four_starTri (K : ℝ) : exp (4 * starTri K) = 2 * cosh (2 * K) - 1 := by
  have h : 0 < 2 * cosh (2 * K) - 1 := by
    have := one_le_cosh (2 * K)
    linarith
  unfold starTri
  rw [show 4 * (1 / 4 * log (2 * cosh (2 * K) - 1)) = log (2 * cosh (2 * K) - 1) by ring,
    exp_log h]

/-- The identity `cosh 3K = cosh K (2 cosh 2K - 1)`. -/
theorem cosh_three_eq (K : ℝ) : cosh (3 * K) = cosh K * (2 * cosh (2 * K) - 1) := by
  rw [Real.cosh_three_mul, Real.cosh_two_mul]
  linear_combination (2 * cosh K) * Real.cosh_sq K

/-- Isotropic star-triangle map: `A(K) > 0`, and the star weight with coupling `K` equals
`A(K)` times the triangle weight with coupling `L(K)` for all outer spins. -/
theorem star_triangle (K : ℝ) :
    0 < prefactor K ∧ ∀ a b c, IsSpin a → IsSpin b → IsSpin c →
      starWeight K K K a b c
        = prefactor K * triWeight (starTri K) (starTri K) (starTri K) a b c := by
  refine ⟨mul_pos (mul_pos two_pos (cosh_pos K)) (exp_pos _), ?_⟩
  intro a b c ha hb hc
  -- all three outer spins aligned
  have h3 : ∀ x y : ℝ, (x = 3 * K ∨ x = -(3 * K)) → y = 3 * starTri K →
      2 * cosh x = 2 * cosh K * exp (starTri K) * exp y := by
    intro x y hx hy
    have h : cosh x = cosh (3 * K) := by
      rcases hx with hx | hx
      · rw [hx]
      · rw [hx, Real.cosh_neg]
    rw [h, hy, cosh_three_eq, ← exp_four_starTri K, mul_assoc (2 * cosh K), ← Real.exp_add,
      show starTri K + 3 * starTri K = 4 * starTri K by ring]
    ring
  -- one outer spin against the other two
  have h1 : ∀ x y : ℝ, (x = K ∨ x = -K) → y = -starTri K →
      2 * cosh x = 2 * cosh K * exp (starTri K) * exp y := by
    intro x y hx hy
    have h : cosh x = cosh K := by
      rcases hx with hx | hx
      · rw [hx]
      · rw [hx, Real.cosh_neg]
    rw [h, hy, mul_assoc (2 * cosh K), ← Real.exp_add, add_neg_cancel, Real.exp_zero, mul_one]
  rw [starWeight_eq, triWeight, prefactor]
  rcases ha with rfl | rfl <;> rcases hb with rfl | rfl <;> rcases hc with rfl | rfl <;>
    first
    | exact h3 _ _ (Or.inl (by ring1)) (by ring1)
    | exact h3 _ _ (Or.inr (by ring1)) (by ring1)
    | exact h1 _ _ (Or.inl (by ring1)) (by ring1)
    | exact h1 _ _ (Or.inr (by ring1)) (by ring1)

/-- Uniqueness: if the star weight with coupling `K` equals `A` times the triangle weight with
coupling `L` for all outer spins, then `L = L(K)` and `A = A(K)`. -/
theorem star_triangle_unique (K A L : ℝ)
    (h : ∀ a b c, IsSpin a → IsSpin b → IsSpin c →
      starWeight K K K a b c = A * triWeight L L L a b c) :
    L = starTri K ∧ A = prefactor K := by
  have e1 := h 1 1 1 (Or.inl rfl) (Or.inl rfl) (Or.inl rfl)
  have e2 := h 1 1 (-1) (Or.inl rfl) (Or.inl rfl) (Or.inr rfl)
  rw [starWeight_eq, triWeight, show K * 1 + K * 1 + K * 1 = 3 * K by ring,
    show L * (1 * 1) + L * (1 * 1) + L * (1 * 1) = -L + 4 * L by ring, Real.exp_add,
    cosh_three_eq, ← exp_four_starTri K] at e1
  rw [starWeight_eq, triWeight, show K * 1 + K * 1 + K * (-1) = K by ring,
    show L * (1 * (-1)) + L * ((-1) * 1) + L * (1 * 1) = -L by ring] at e2
  -- the ratio of the two equations fixes exp (4 L)
  have e3 : 2 * cosh K * exp (4 * L) = 2 * cosh K * exp (4 * starTri K) := by
    linear_combination exp (4 * L) * e2 - e1
  have e4 := Real.exp_injective
    (mul_left_cancel₀ (mul_pos two_pos (cosh_pos K)).ne' e3)
  have hL : L = starTri K := by linarith
  have hw : exp L * exp (-L) = 1 := by
    rw [← Real.exp_add, add_neg_cancel, Real.exp_zero]
  refine ⟨hL, ?_⟩
  rw [prefactor, ← hL]
  linear_combination (-exp L) * e2 - A * hw

/-- The identity `tanh L = (exp 2L - 1) / (exp 2L + 1)`. -/
theorem tanh_eq_exp_two_mul (L : ℝ) : tanh L = (exp (2 * L) - 1) / (exp (2 * L) + 1) := by
  have hp : 0 < exp (2 * L) + 1 := by positivity
  have hw : exp L * exp (-L) = 1 := by
    rw [← Real.exp_add, add_neg_cancel, Real.exp_zero]
  rw [Real.tanh_eq_sinh_div_cosh, div_eq_div_iff (cosh_pos L).ne' hp.ne', Real.sinh_eq,
    Real.cosh_eq, two_mul, Real.exp_add]
  linear_combination (-exp L) * hw

/-- For `K > 0` the relation `exp (-2K) = tanh L(K)` holds exactly when `cosh 2K = 2`. -/
theorem dual_iff_cosh (K : ℝ) (hK : 0 < K) :
    exp (-(2 * K)) = tanh (starTri K) ↔ cosh (2 * K) = 2 := by
  -- algebra in x = exp 2K, y = exp (-2K), u = exp 2L
  have key : ∀ x y u : ℝ, 0 < x → 0 < y → y < 1 → 0 < u → x * y = 1 → u * u = x + y - 1 →
      (y = (u - 1) / (u + 1) ↔ (x + y) / 2 = 2) := by
    intro x y u hx hy hy1 hu0 hxy hu
    have hp : 0 < u + 1 := by linarith
    rw [eq_div_iff hp.ne']
    constructor
    · intro h
      have E : u * (1 - y) = 1 + y := by linarith
      have h2 : (x + y - 1) * (1 - y) ^ 2 = (1 + y) ^ 2 := by
        linear_combination (u * (1 - y) + (1 + y)) * E - (1 - y) ^ 2 * hu
      have h3 : y * (x + y) * (x + y - 4) = 0 := by
        linear_combination h2 + (x + y - 2) * hxy
      have h4 := (mul_eq_zero.1 h3).resolve_left (mul_pos hy (add_pos hx hy)).ne'
      linarith
    · intro h
      have h4 : x + y = 4 := by linarith
      have h2 : (u * (1 - y) - (1 + y)) * (u * (1 - y) + (1 + y)) = 0 := by
        linear_combination (1 - y) ^ 2 * hu + (1 - y) ^ 2 * h4 + 2 * y * h4 - 2 * hxy
      have hq : 0 < u * (1 - y) + (1 + y) :=
        add_pos (mul_pos hu0 (by linarith)) (by linarith)
      have h3 := (mul_eq_zero.1 h2).resolve_right hq.ne'
      linarith
  rw [tanh_eq_exp_two_mul, Real.cosh_eq]
  refine key _ _ _ (exp_pos _) (exp_pos _) ?_ (exp_pos _) ?_ ?_
  · rw [← Real.exp_zero]
    exact Real.exp_lt_exp.2 (by linarith)
  · rw [← Real.exp_add, add_neg_cancel, Real.exp_zero]
  · rw [← Real.exp_add, show 2 * starTri K + 2 * starTri K = 4 * starTri K by ring,
      exp_four_starTri, Real.cosh_eq]
    ring

/-- For `K > 0` the relation `exp (-2K) = tanh L(K)` holds exactly when `exp (4 L(K)) = 3`. -/
theorem dual_iff_exp_four (K : ℝ) (hK : 0 < K) :
    exp (-(2 * K)) = tanh (starTri K) ↔ exp (4 * starTri K) = 3 := by
  rw [dual_iff_cosh K hK, exp_four_starTri]
  constructor <;> intro h <;> linarith

/-- The coupling `K = (1/2) log (2 + √3)` is positive and has `cosh 2K = 2`. -/
theorem explicit_solution :
    0 < 1 / 2 * log (2 + √3) ∧ cosh (2 * (1 / 2 * log (2 + √3))) = 2 := by
  have hs : (0 : ℝ) ≤ √3 := Real.sqrt_nonneg 3
  have hss : √3 * √3 = (3 : ℝ) := Real.mul_self_sqrt (by norm_num)
  have hinv : (2 + √3 : ℝ)⁻¹ = 2 - √3 :=
    inv_eq_of_mul_eq_one_right (by linear_combination (-1 : ℝ) * hss)
  refine ⟨mul_pos (by norm_num) (Real.log_pos (by linarith)), ?_⟩
  rw [show 2 * (1 / 2 * log (2 + √3)) = log (2 + √3) by ring, Real.cosh_eq, Real.exp_neg,
    exp_log (by linarith : (0 : ℝ) < 2 + √3), hinv]
  ring

end

end IsingStarTriangle
```

```lean
#print axioms IsingStarTriangle.star_triangle
#print axioms IsingStarTriangle.star_triangle_unique
#print axioms IsingStarTriangle.dual_iff_exp_four
#print axioms IsingStarTriangle.explicit_solution
```

```
'IsingStarTriangle.star_triangle' depends on axioms: [propext, Classical.choice, Quot.sound]
'IsingStarTriangle.star_triangle_unique' depends on axioms: [propext, Classical.choice, Quot.sound]
'IsingStarTriangle.dual_iff_exp_four' depends on axioms: [propext, Classical.choice, Quot.sound]
'IsingStarTriangle.explicit_solution' depends on axioms: [propext, Classical.choice, Quot.sound]
```

### The statements in words

`star_triangle_anisotropic` says that for arbitrary real \(K_1,K_2,K_3\) there is an \(A>0\), chosen before the spins, such that the star weight is \(A\) times the triangle weight for all signs. The couplings are `triCoupling K₁ K₂ K₃`, `triCoupling K₂ K₃ K₁` and `triCoupling K₃ K₁ K₂`, which are \(L_1,L_2,L_3\) above. The value \(2e^{g}\) of \(A\) appears in the proof only.

`star_triangle` is the isotropic identity with the explicit constant `prefactor K` and its positivity. It holds for every real \(K\), and it is slightly stronger than the question asks because it names the constant \(A\) instead of only asserting that one exists. `star_triangle_unique` says that any reals `A` and `L` satisfying the isotropic identity for all signs equal `prefactor K` and `starTri K`, with no sign assumed for `A`.

`dual_iff_cosh` and `dual_iff_exp_four` assume `0 < K` and state that \(e^{-2K}=\tanh L(K)\) is equivalent to \(\cosh 2K=2\) and to \(e^{4L(K)}=3\). `explicit_solution` states that \(\tfrac12\log(2+\sqrt3)\) is positive and has \(\cosh 2K=2\), so it meets the hypothesis and the right side of `dual_iff_cosh`.

### How the proofs follow the derivation

`starWeight_eq` expands the two-term sum with `Finset.sum_pair` and compares it with the definition of \(\cosh\).

The anisotropic proof supplies \(2e^{g}\) as the witness. It writes \(\cosh h\) as the exponential of `logCosh` of \(h\) by `hexp`, merges the exponentials on the right, and `congr 2` reduces the goal to the equality of exponents. The eight `show` rewrites bring the permuted arguments of \(L_2\) and \(L_3\) to the forms that define \(f_0,\dots,f_3\). After the split into eight sign choices, `ev` (evenness of `logCosh`) identifies the left side with one of the four values, and `ring1` checks the matching linear equation.

`exp_four_starTri` obtains positivity of \(2\cosh 2K-1\) from `one_le_cosh` and cancels exponential against logarithm. `cosh_three_eq` is the triple-angle factorisation, reduced to \(\cosh^2K=\sinh^2K+1\). In `star_triangle`, `h3` is the equation for aligned spins (field \(\pm3K\), exponent \(3L\)) and `h1` the one for an opposed spin (field \(\pm K\), exponent \(-L\)); each configuration is an instance of one of them.

`star_triangle_unique` uses only the configurations \((1,1,1)\) and \((1,1,-1)\), as `e1` and `e2`. The division is done without dividing: `e3` multiplies `e2` by \(e^{4L}\) and subtracts `e1`, which eliminates \(A\). Cancelling \(2\cosh K\) and injectivity of the exponential give \(L\), and `e2` times \(e^{L}\) gives \(A\).

`tanh_eq_exp_two_mul` is the formula \(\tanh L=(u-1)/(u+1)\). In `dual_iff_cosh` the inner statement `key` is the algebra in \(x,y,u\). Forwards, `E` is \(u(1-y)=1+y\), `h2` its square and `h3` the factorised form \(y(x+y)(x+y-4)=0\). Backwards, `h2` is the product of the two brackets and `hq` the positivity of the second, the one place where `hy1`, that is \(y<1\), enters. The three closing goals supply \(y<1\), \(xy=1\) and \(u^2=x+y-1\). `dual_iff_exp_four` rewrites with the last result and `exp_four_starTri`, and `explicit_solution` rests on `hinv`, the inverse of \(2+\sqrt3\).

### Remarks

The theorems concern one star and one triangle, and the comments below on lattices, counter-examples and limits are ordinary reasoning that Lean has not checked.

On a honeycomb lattice with coupling \(K\), applying the identity at every site of one sublattice leaves a triangular lattice with coupling \(L(K)\). Kramers–Wannier duality also relates the two lattices, through \(e^{-2K}=\tanh L\). The usual argument places the phase transition, assumed unique, where both relations agree, and so identifies \(\cosh 2K=2\) and \(e^{4L}=3\) as the critical points of the honeycomb and triangular models. The file contains no lattice, partition function, duality transformation or thermodynamic limit: the tanh relation enters as an equation between two numbers, and the theorems solve it. For simulation, these couplings are exact reference values for Monte Carlo estimates of the critical point, for the classical nearest-neighbour isotropic Ising ferromagnet in zero field on these two lattices.

Without `0 < K` the implication from \(\cosh 2K=2\) fails. At \(K=-\tfrac12\log(2+\sqrt3)\) one still has \(\cosh 2K=2\) and \(u=\sqrt3\), so \(\tanh L=(\sqrt3-1)/(\sqrt3+1)=2-\sqrt3\), while \(e^{-2K}=2+\sqrt3\). Without `IsSpin` the map itself fails: at \(a=b=c=0\) the star weight is \(2\) and the triangle weight is \(1\), whereas \(A(K)>2\) for \(K\neq0\).

Setting \(K_3=0\) and \(K_1=K_2=K\) gives \(f_0=f_3=\log\cosh 2K\) and \(f_1=f_2=0\), hence \(L_1=L_2=0\) and \(L_3=\tfrac12\log\cosh 2K\), the two-neighbour case of the question. In the isotropic map, \(K=0\) gives \(L=0\) and \(A=2\), the two states of a free spin. For small \(K\) one has \(2\cosh 2K-1\approx1+4K^2\), so \(L\approx K^2\): the induced coupling is of second order and is the same for \(K\) and \(-K\).
